# Even-power Gaussian projectors transform into Laguerre polynomials times Gaussians

A plane-wave calculation with Gaussian dual-space pseudopotentials can evaluate the projectors and the local potential in reciprocal space, as functions of a wavevector \(q\). Up to constant factors, each s-type projector, and each term of the short-range local part, has the form \(|r|^{2n}e^{-a|r|^2}\) with \(a>0\), whose Fourier transform is then needed. The parts below obtain that transform by differentiating with respect to the exponent \(a\). Projectors with \(l>0\) also carry a factor \(|r|^l\) times a spherical harmonic, which this model leaves out.

```lean
import Mathlib

open Polynomial MeasureTheory Filter Topology

namespace GaussianProjectorLaguerre

noncomputable section
```

For real \(v\), define polynomials by \(P_0=1\) and \(P_{n+1}(y)=(n+v+1-y)P_n(y)+yP_n'(y)\). The letter \(v\) is the Laguerre index, usually written \(\alpha\).

```lean
/-- The polynomials with `P₀ = 1` and `Pₙ₊₁(y) = (n + v + 1 - y) Pₙ(y) + y Pₙ'(y)`. -/
def P (v : ℝ) : ℕ → ℝ[X]
  | 0 => 1
  | n + 1 => (C ((n : ℝ) + v + 1) - X) * P v n + X * derivative (P v n)
```

For real \(x\), let \(F_n(a)=a^{-v-1-n}P_n(x/a)e^{-x/a}\). This is `level v x n a`.

```lean
/-- The function `a^(-v-1-n) Pₙ(x/a) exp(-x/a)` of the Gaussian exponent `a > 0`. -/
def level (v x : ℝ) (n : ℕ) (a : ℝ) : ℝ :=
  a ^ (-v - 1 - (n : ℝ)) * (P v n).eval (x / a) * Real.exp (-(x / a))
```

The Laguerre polynomial \(L_n^{(v)}\) is defined for every real \(v\) by its explicit sum. Here `Finset.Ico k n` means \(k\le j<n\), and an empty product is 1.

```lean
/-- The associated Laguerre polynomial `Lₙ^(v)(y)`, written as an explicit sum of powers. -/
def laguerre (v : ℝ) (n : ℕ) (y : ℝ) : ℝ :=
  ∑ k ∈ Finset.range (n + 1), (-1) ^ k * (∏ j ∈ Finset.Ico k n, (v + 1 + (j : ℝ))) /
    ((k.factorial : ℝ) * ((n - k).factorial : ℝ)) * y ^ k
```

Let \(T_n(a)=\int|r|^{2n}e^{-a|r|^2}\cos(q\cdot r)\,d^dr\), with \(q\) fixed. The sine part of the Fourier integral vanishes by symmetry, so this is the full transform, without a factor \((2\pi)^{-d/2}\) or a cell volume.

```lean
/-- The Fourier cosine integral at wavevector `q` of the Gaussian projector
`|r|^(2n) exp(-a|r|²)` in `d` dimensions, for `a > 0`. -/
def transform {d : ℕ} (q : EuclideanSpace ℝ (Fin d)) (n : ℕ) (a : ℝ) : ℝ :=
  ∫ r : EuclideanSpace ℝ (Fin d),
    ‖r‖ ^ (2 * n) * Real.exp (-a * ‖r‖ ^ 2) * Real.cos (inner ℝ q r)
```

## (a) One derivative in the exponent

Show that, for \(a>0\),
\[ \frac{dF_n}{da}=-F_{n+1}(a). \]

**Solution.** Put \(y=x/a\), so \(dy/da=-y/a\). The product and chain rules give
\[ \frac{dF_n}{da}=a^{-v-2-n}e^{-y}\big[(-v-1-n)P_n-yP_n'+yP_n\big]. \]
The bracket is \(-P_{n+1}(y)\), by the recursion.

`HasDerivAt` says that the function is differentiable at \(a\) with the stated derivative. In the proof, `h1`, `h2` and `h3` differentiate the power, \(x/a\) and the polynomial; `field_simp` and `ring` compare the results.

```lean
/-- For `a > 0`, the operation `-d/da` carries level `n` to level `n + 1`. -/
theorem hasDerivAt_level (v x : ℝ) (n : ℕ) {a : ℝ} (ha : 0 < a) :
    HasDerivAt (level v x n) (-level v x (n + 1) a) a := by
  have h1 : HasDerivAt (fun b : ℝ => b ^ (-v - 1 - (n : ℝ)))
      ((-v - 1 - (n : ℝ)) * a ^ (-v - 1 - (n : ℝ) - 1)) a :=
    Real.hasDerivAt_rpow_const (Or.inl ha.ne')
  have h2 : HasDerivAt (fun b : ℝ => x / b) (x * -(a ^ 2)⁻¹) a := by
    simpa only [div_eq_mul_inv] using (hasDerivAt_inv ha.ne').const_mul x
  have h3 := ((P v n).hasDerivAt (x / a)).comp a h2
  refine ((h1.fun_mul h3).fun_mul h2.fun_neg.exp).congr_deriv ?_
  have hA : a ^ (-v - 1 - (n : ℝ)) = a ^ (-v - 1 - (n : ℝ) - 1) * a := by
    rw [← Real.rpow_add_one ha.ne']
    congr 1
    ring
  have hB : -v - 1 - ((n + 1 : ℕ) : ℝ) = -v - 1 - (n : ℝ) - 1 := by
    push_cast
    ring
  simp only [level, P, eval_add, eval_mul, eval_sub, eval_C, eval_X, hB, Function.comp_apply]
  rw [hA]
  generalize a ^ (-v - 1 - (n : ℝ) - 1) = A
  generalize Real.exp (-(x / a)) = E
  generalize (P v n).eval (x / a) = p
  generalize (derivative (P v n)).eval (x / a) = p'
  field_simp
  ring
```

## (b) Repeated derivatives

Show that, for \(a>0\) and every natural \(n\),
\[ \Big(-\frac{d}{da}\Big)^n\big[a^{-v-1}e^{-x/a}\big]=a^{-v-1-n}P_n(x/a)e^{-x/a}. \]

**Solution.** The case \(n=0\) is \(P_0=1\). Suppose \(F_0^{(m)}(b)=(-1)^mF_m(b)\) for all \(b>0\). This holds on an open set, so it may be differentiated, and (a) gives \(F_0^{(m+1)}=(-1)^{m+1}F_{m+1}\). Multiplying by \((-1)^n\) at \(m=n\) finishes the argument.

The step `e` records the equality on a neighbourhood of \(b\), which is what permits differentiation.

```lean
/-- For `a > 0`, applying `-d/da` to `a^(-v-1) exp(-x/a)` `n` times gives
`a^(-v-1-n) Pₙ(x/a) exp(-x/a)`. -/
theorem iterated_derivative (v x : ℝ) (n : ℕ) {a : ℝ} (ha : 0 < a) :
    (-1) ^ n * iteratedDeriv n (fun b : ℝ => b ^ (-v - 1) * Real.exp (-(x / b))) a =
      a ^ (-v - 1 - (n : ℝ)) * (P v n).eval (x / a) * Real.exp (-(x / a)) := by
  have key : ∀ m : ℕ, ∀ b : ℝ, 0 < b →
      iteratedDeriv m (fun b : ℝ => b ^ (-v - 1) * Real.exp (-(x / b))) b =
        (-1) ^ m * level v x m b := by
    intro m
    induction m with
    | zero => intro b hb; simp [level, P]
    | succ m ih =>
      intro b hb
      -- the induction hypothesis holds on a whole neighbourhood of b
      have e : iteratedDeriv m (fun b : ℝ => b ^ (-v - 1) * Real.exp (-(x / b)))
          =ᶠ[𝓝 b] fun c => (-1) ^ m * level v x m c := by
        filter_upwards [Ioi_mem_nhds hb] with c hc using ih c hc
      rw [iteratedDeriv_succ, e.deriv_eq, ((hasDerivAt_level v x m hb).const_mul _).deriv]
      ring
  rw [key n a ha, ← mul_assoc, ← mul_pow]
  simp [level]
```

## (c) The coefficients

Show that the coefficient \(c_{n,k}\) of \(y^k\) in \(P_n\) is
\[ c_{n,k}=(-1)^k\binom nk\prod_{j=k}^{n-1}(v+1+j). \]

**Solution.** Use induction on \(n\); \(P_0=1\) starts it. The recursion gives \(c_{n+1,0}=(n+v+1)c_{n,0}\), which adds the next factor to the product, and
\[ c_{n+1,k+1}=(n+v+k+2)c_{n,k+1}-c_{n,k}. \]
For \(k<n\), let \(\Pi=\prod_{j=k+1}^{n-1}(v+1+j)\). The right side is
\[ (-1)^{k+1}\Pi\Big[(n+v+k+2)\tbinom n{k+1}+(v+1+k)\tbinom nk\Big]. \]
Since \((k+1)\binom n{k+1}=(n-k)\binom nk\), the bracket equals \((n+v+1)\big[\binom n{k+1}+\binom nk\big]=(n+v+1)\binom{n+1}{k+1}\), as required. For \(k=n\) only \(-c_{n,n}=(-1)^{n+1}\) remains, and for \(k>n\) both terms vanish.

The same three cases appear in `lt_trichotomy`; `hc` is the binomial identity.

```lean
/-- The coefficient of `y^k` in `Pₙ` is `(-1)^k (n choose k) (v+k+1)⋯(v+n)`. -/
theorem coeff_P (v : ℝ) (n k : ℕ) : (P v n).coeff k =
    (-1) ^ k * (n.choose k : ℝ) * ∏ j ∈ Finset.Ico k n, (v + 1 + (j : ℝ)) := by
  induction n generalizing k with
  | zero => cases k <;> simp [P, coeff_one]
  | succ n ih =>
    cases k with
    | zero =>
      simp only [P, sub_mul, coeff_add, coeff_sub, coeff_C_mul, coeff_X_mul_zero, ih]
      rw [Finset.prod_Ico_succ_top (Nat.zero_le n)]
      simp only [Nat.choose_zero_right, Nat.cast_one]
      ring
    | succ k =>
      simp only [P, sub_mul, coeff_add, coeff_sub, coeff_C_mul, coeff_X_mul,
        coeff_derivative, ih]
      rcases lt_trichotomy k n with h | h | h
      · have hc : (n.choose (k + 1) : ℝ) * ((k : ℝ) + 1) = n.choose k * ((n : ℝ) - k) := by
          have := Nat.choose_succ_right_eq n k
          rw [← Nat.cast_sub h.le]
          exact_mod_cast this
        rw [Finset.prod_eq_prod_Ico_succ_bot h, Finset.prod_Ico_succ_top h,
          Nat.choose_succ_succ]
        push_cast
        linear_combination
          (-(-1) ^ k * ∏ j ∈ Finset.Ico (k + 1) n, (v + 1 + (j : ℝ))) * hc
      · subst h
        simp [pow_succ]
      · simp [Nat.choose_eq_zero_of_lt h, Nat.choose_eq_zero_of_lt (Nat.lt_succ_of_lt h),
          Nat.choose_eq_zero_of_lt (Nat.succ_lt_succ h)]
```

## (d) Identifying the polynomials

Show that
\[ P_n(y)=n!\,L_n^{(v)}(y). \]

**Solution.** By (c), \(P_n\) has degree at most \(n\). Insert \(\binom nk=n!/(k!(n-k)!)\) into \(\sum_{k=0}^n c_{n,k}y^k\) and take out \(n!\); the defining sum of \(L_n^{(v)}\) remains.

The degree bound is `hd`, and the sums are then matched term by term.

```lean
/-- The polynomial `Pₙ` is `n!` times the associated Laguerre polynomial `Lₙ^(v)`. -/
theorem eval_P (v : ℝ) (n : ℕ) (y : ℝ) :
    (P v n).eval y = (n.factorial : ℝ) * laguerre v n y := by
  have hd : (P v n).natDegree ≤ n := natDegree_le_iff_coeff_eq_zero.2 fun k hk => by
    simp [coeff_P, Nat.choose_eq_zero_of_lt hk]
  rw [eval_eq_sum_range' (Nat.lt_succ_of_le hd), laguerre, Finset.mul_sum]
  refine Finset.sum_congr rfl fun k hk => ?_
  rw [coeff_P, Nat.cast_choose ℝ (Nat.lt_succ_iff.1 (Finset.mem_range.1 hk))]
  ring
```

## (e) Integrability

Show that, for \(a>0\),
\[ \int|r|^{2n}e^{-a|r|^2}\,d^dr<\infty. \]

**Solution.** For \(t\ge0\), the exponential series gives \(t^n/n!\le e^t\). With \(t=a|r|^2/2\),
\[ |r|^{2n}e^{-a|r|^2}\le n!\,(2/a)^n e^{-a|r|^2/2}, \]
and the Gaussian on the right is integrable.

The condition cannot be weakened to \(a\ge0\): for \(d=1\), \(n=0\), \(a=0\) the integrand is the constant 1 on the whole line.

In Lean, `h` is the integrability of the wider Gaussian, `h1` the exponential bound, and `mono'` the comparison.

```lean
/-- For `a > 0`, the Gaussian projector `|r|^(2n) exp(-a|r|²)` is integrable over space. -/
theorem integrable_projector (d n : ℕ) {a : ℝ} (ha : 0 < a) :
    Integrable fun r : EuclideanSpace ℝ (Fin d) =>
      ‖r‖ ^ (2 * n) * Real.exp (-a * ‖r‖ ^ 2) := by
  have h : Integrable fun r : EuclideanSpace ℝ (Fin d) => Real.exp (-(a / 2) * ‖r‖ ^ 2) := by
    refine (GaussianFourier.integrable_cexp_neg_mul_sq_norm_add (b := ((a / 2 : ℝ) : ℂ))
      (by rw [Complex.ofReal_re]; positivity) 0
      (0 : EuclideanSpace ℝ (Fin d))).norm.congr (ae_of_all _ fun r => ?_)
    have e : -((a / 2 : ℝ) : ℂ) * (‖r‖ : ℂ) ^ 2 +
        0 * ((inner ℝ (0 : EuclideanSpace ℝ (Fin d)) r : ℝ) : ℂ) =
        ((-(a / 2) * ‖r‖ ^ 2 : ℝ) : ℂ) := by
      push_cast
      ring
    beta_reduce
    rw [e, Complex.norm_exp, Complex.ofReal_re]
  -- half of the Gaussian decay absorbs the power of |r|
  refine (h.const_mul ((n.factorial : ℝ) / (a / 2) ^ n)).mono'
    (Continuous.aestronglyMeasurable (by fun_prop)) (ae_of_all _ fun r => ?_)
  rw [Real.norm_of_nonneg (by positivity), pow_mul]
  have h1 := Real.pow_div_factorial_le_exp (a / 2 * ‖r‖ ^ 2) (by positivity) n
  rw [div_le_iff₀ (by positivity), mul_pow] at h1
  have h2 : (‖r‖ ^ 2) ^ n ≤
      (n.factorial : ℝ) / (a / 2) ^ n * Real.exp (a / 2 * ‖r‖ ^ 2) := by
    rw [div_mul_eq_mul_div, le_div_iff₀ (by positivity)]
    linarith
  refine (mul_le_mul_of_nonneg_right h2 (Real.exp_pos _).le).trans_eq ?_
  rw [mul_assoc, ← Real.exp_add]
  congr 2
  ring
```

## (f) Differentiating under the integral

Show that, for \(a>0\),
\[ \frac{dT_n}{da}=-T_{n+1}(a). \]

**Solution.** Differentiating the integrand brings down \(-|r|^2\). For every exponent \(b>a/2\), the differentiated integrand is bounded in size by \(|r|^{2n+2}e^{-a|r|^2/2}\). This bound does not depend on \(b\) and is integrable by (e), so dominated convergence allows the exchange.

The arguments of the domination theorem supply these facts; `hcos` removes the cosine from the bounds.

```lean
/-- For `a > 0`, `-d/da` of a projector's transform is the transform with two more powers
of `|r|`. -/
theorem hasDerivAt_transform {d : ℕ} (q : EuclideanSpace ℝ (Fin d)) (n : ℕ) {a : ℝ}
    (ha : 0 < a) : HasDerivAt (transform q n) (-transform q (n + 1) a) a := by
  have hcos : ∀ u t : ℝ, 0 ≤ u → ‖u * Real.cos t‖ ≤ u := fun u t hu => by
    rw [Real.norm_eq_abs, abs_mul, abs_of_nonneg hu]
    exact mul_le_of_le_one_right hu (Real.abs_cos_le_one t)
  have h := (hasDerivAt_integral_of_dominated_loc_of_deriv_le (μ := volume)
    (F := fun (b : ℝ) (r : EuclideanSpace ℝ (Fin d)) =>
      ‖r‖ ^ (2 * n) * Real.exp (-b * ‖r‖ ^ 2) * Real.cos (inner ℝ q r))
    (F' := fun b r =>
      -(‖r‖ ^ (2 * (n + 1)) * Real.exp (-b * ‖r‖ ^ 2) * Real.cos (inner ℝ q r)))
    (Ioi_mem_nhds (half_lt_self ha))
    (Eventually.of_forall fun b => Continuous.aestronglyMeasurable (by fun_prop))
    ((integrable_projector d n ha).mono' (Continuous.aestronglyMeasurable (by fun_prop))
      (ae_of_all _ fun r => hcos _ _ (by positivity)))
    (Continuous.aestronglyMeasurable (by fun_prop))
    (ae_of_all _ fun r b hb => by
      rw [norm_neg]
      refine (hcos _ _ (by positivity)).trans ?_
      have hb' : a / 2 ≤ b := le_of_lt hb
      gcongr)
    (integrable_projector d (n + 1) (half_pos ha))
    (ae_of_all _ fun r b _ => by
      have h1 := (((hasDerivAt_id b).fun_neg.mul_const (‖r‖ ^ 2)).exp.const_mul
        (‖r‖ ^ (2 * n))).mul_const (Real.cos (inner ℝ q r))
      refine h1.congr_deriv ?_
      simp only [id_eq]
      ring)).2
  rw [integral_neg] at h
  exact h
```

## (g) The plain Gaussian

Show that, for \(a>0\),
\[ T_0(a)=(\pi/a)^{d/2}e^{-|q|^2/(4a)}. \]

**Solution.** Write the cosine as the real part of \(e^{iq\cdot r}\). The integral factorises into one-dimensional integrals \(I(k)=\int e^{-at^2}\cos(kt)\,dt\), one for each component \(k\) of \(q\). Integration by parts gives
\[ I'(k)=-\int te^{-at^2}\sin(kt)\,dt=-\frac{k}{2a}I(k). \]
With \(I(0)=\sqrt{\pi/a}\), this yields \(I(k)=\sqrt{\pi/a}\,e^{-k^2/(4a)}\). Multiply over the components.

Lean takes the complex Gaussian integral from Mathlib and extracts its real part.

```lean
/-- For `a > 0`, the transform of `exp(-a|r|²)` is `(π/a)^(d/2) exp(-|q|²/(4a))`. -/
theorem transform_zero {d : ℕ} (q : EuclideanSpace ℝ (Fin d)) {a : ℝ} (ha : 0 < a) :
    transform q 0 a = (Real.pi / a) ^ ((d : ℝ) / 2) * Real.exp (-(‖q‖ ^ 2 / (4 * a))) := by
  have hre : 0 < (a : ℂ).re := by rwa [Complex.ofReal_re]
  have h := Complex.reCLM.integral_comp_comm
    (GaussianFourier.integrable_cexp_neg_mul_sq_norm_add hre Complex.I q)
  have e : ((Real.pi : ℂ) / a) ^ ((d : ℂ) / 2) * Complex.exp (-((‖q‖ : ℂ) ^ 2 / (4 * a))) =
      (((Real.pi / a) ^ ((d : ℝ) / 2) * Real.exp (-(‖q‖ ^ 2 / (4 * a))) : ℝ) : ℂ) := by
    rw [Complex.ofReal_mul, Complex.ofReal_cpow (by positivity), Complex.ofReal_exp]
    push_cast
    rfl
  rw [GaussianFourier.integral_cexp_neg_mul_sq_norm_add hre, finrank_euclideanSpace_fin,
    Complex.I_sq, neg_one_mul, neg_div, e, Complex.reCLM_apply, Complex.ofReal_re] at h
  rw [← h, transform]
  refine integral_congr_ae (ae_of_all _ fun r => ?_)
  have e2 : -(a : ℂ) * (‖r‖ : ℂ) ^ 2 + Complex.I * ((inner ℝ q r : ℝ) : ℂ) =
      ((-a * ‖r‖ ^ 2 : ℝ) : ℂ) + ((inner ℝ q r : ℝ) : ℂ) * Complex.I := by
    push_cast
    ring
  beta_reduce
  rw [e2, Complex.reCLM_apply, Complex.exp_re]
  simp only [Complex.add_re, Complex.add_im, Complex.ofReal_re, Complex.ofReal_im,
    Complex.re_ofReal_mul, Complex.im_ofReal_mul, Complex.I_re, Complex.I_im,
    mul_zero, mul_one, add_zero, zero_add, pow_zero, one_mul]
```

## (h) The transformed projector

Show that, for \(a>0\),
\[ T_n(a)=n!\,\pi^{d/2}a^{-d/2-n}L_n^{(d/2-1)}\!\Big(\frac{|q|^2}{4a}\Big)e^{-|q|^2/(4a)}. \]

**Solution.** Choose \(v=d/2-1\) and \(x=|q|^2/4\). Then (g) reads \(T_0=\pi^{d/2}F_0\). If \(T_m=\pi^{d/2}F_m\) for all positive exponents, differentiating both sides with (f) and (a) gives \(T_{m+1}=\pi^{d/2}F_{m+1}\). Induction and (d) give the formula.

For \(d=3\), \(n=1\) and a Gaussian of width \(s>0\), with \(a=1/(2s^2)\), we have \(L_1^{(1/2)}(y)=\tfrac32-y\), so
\[ T_1=(2\pi)^{3/2}s^5(3-|q|^2s^2)e^{-|q|^2s^2/2}. \]
As \(q\to0\) this tends to \(3(2\pi)^{3/2}s^5\), the integral of \(|r|^2e^{-|r|^2/(2s^2)}\) over space.

In the proof, `key` is the induction, and `unique` equates the two derivatives of the same function.

```lean
/-- For `a > 0`, the transform of `|r|^(2n) exp(-a|r|²)` in `d` dimensions is a Gaussian in `q`
times the Laguerre factor `Lₙ^(d/2-1)(|q|²/(4a))`, with prefactor `n! π^(d/2) a^(-d/2-n)`. -/
theorem transform_eq {d : ℕ} (q : EuclideanSpace ℝ (Fin d)) (n : ℕ) {a : ℝ} (ha : 0 < a) :
    transform q n a = (n.factorial : ℝ) * Real.pi ^ ((d : ℝ) / 2) *
      a ^ (-((d : ℝ) / 2) - (n : ℝ)) * laguerre ((d : ℝ) / 2 - 1) n (‖q‖ ^ 2 / (4 * a)) *
      Real.exp (-(‖q‖ ^ 2 / (4 * a))) := by
  have hv : ∀ m : ℕ, -((d : ℝ) / 2 - 1) - 1 - (m : ℝ) = -((d : ℝ) / 2) - m := fun m => by ring
  have key : ∀ m : ℕ, ∀ b : ℝ, 0 < b → transform q m b =
      Real.pi ^ ((d : ℝ) / 2) * level ((d : ℝ) / 2 - 1) (‖q‖ ^ 2 / 4) m b := by
    intro m
    induction m with
    | zero =>
      intro b hb
      rw [transform_zero q hb, Real.div_rpow Real.pi_pos.le hb.le, level, hv, div_div,
        Nat.cast_zero, sub_zero, Real.rpow_neg hb.le, P, eval_one]
      ring
    | succ m ih =>
      intro b hb
      -- both sides obey the same ladder in -d/da
      have e : transform q m =ᶠ[𝓝 b] fun c =>
          Real.pi ^ ((d : ℝ) / 2) * level ((d : ℝ) / 2 - 1) (‖q‖ ^ 2 / 4) m c := by
        filter_upwards [Ioi_mem_nhds hb] with c hc using ih c hc
      have h := (hasDerivAt_transform q m hb).unique
        (((hasDerivAt_level _ _ m hb).const_mul _).congr_of_eventuallyEq e)
      linarith
  rw [key n a ha, level, hv, div_div, eval_P]
  ring

end

end GaussianProjectorLaguerre
```

```lean
#print axioms GaussianProjectorLaguerre.iterated_derivative
-- 'GaussianProjectorLaguerre.iterated_derivative' depends on axioms: [propext, Classical.choice, Quot.sound]
#print axioms GaussianProjectorLaguerre.transform_eq
-- 'GaussianProjectorLaguerre.transform_eq' depends on axioms: [propext, Classical.choice, Quot.sound]
```
